# Circularly symmetric oscillator states from binomial sums of even Hermite products

**Q:** You define the planar state as a sum of Cartesian products, with no radius or angle in it. How do I know the circular symmetry isn't put in by hand?

**A:** The weights below are chosen so that the symmetry comes out, but the definition does not assume it. With $H_m$ the physicists' Hermite polynomials and $\varphi_m(x)=H_m(x)e^{-x^2/2}$, the state is

$$\Psi_n(x,y)=\sum_{k=0}^{n}\binom nk\,\varphi_{2k}(x)\,\varphi_{2n-2k}(y).$$

The symmetry is then proved, here through the identity

$$\sum_{k=0}^{n}\binom nk H_{2k}(x)H_{2n-2k}(y)=(-4)^n\,n!\,L_n(x^2+y^2),\qquad L_n(r)=\sum_{k=0}^{n}\binom nk\frac{(-r)^k}{k!}.$$

Here $r$ is the argument of the Laguerre polynomial $L_n$, so it stands for the squared radius.

```lean
import Mathlib

open Finset

namespace CartesianToPolarOscillator

noncomputable section
```

**Q:** Which Hermite and Laguerre conventions are these?

**A:** `hermiteH` starts from $H_0=1$, $H_1=2x$ and uses $H_{n+2}=2xH_{n+1}-2(n+1)H_n$. `laguerre` is the explicit sum above, with $L_n(0)=1$.

```lean
/-- Physicists' Hermite polynomials, given by their three-term recurrence. -/
def hermiteH : ℕ → ℝ → ℝ
  | 0, _ => 1
  | 1, x => 2 * x
  | n + 2, x => 2 * x * hermiteH (n + 1) x - 2 * ((n : ℝ) + 1) * hermiteH n x

/-- Laguerre polynomials, given by their explicit sum. -/
def laguerre (n : ℕ) (r : ℝ) : ℝ :=
  ∑ k ∈ range (n + 1), (n.choose k : ℝ) * ((-r) ^ k / (k.factorial : ℝ))
```

The next two definitions are for the proof. `binomSum F n` is $B_n[F]=\sum_k\binom nk F(k,l)$ with $l=n-k$, and `hermiteSum a b n` puts $H_{2k+a}(x)H_{2l+b}(y)$ into it.

```lean
/-- The binomially weighted sum of `F k l` over all `k + l = n`. -/
def binomSum (F : ℕ → ℕ → ℝ) (n : ℕ) : ℝ :=
  ∑ k ∈ range (n + 1), (n.choose k : ℝ) * F k (n - k)

/-- Binomial sum of Hermite products with the two indices shifted by `a` and `b`. -/
def hermiteSum (a b n : ℕ) (x y : ℝ) : ℝ :=
  binomSum (fun k l => hermiteH (2 * k + a) x * hermiteH (2 * l + b) y) n
```

**Q:** And the states themselves? They don't look normalised.

**A:** They aren't. `oscState m` is $\varphi_m$, whose squared norm is $\sqrt\pi\,2^m m!$, and `planarState n` is $\Psi_n$, whose squared norm is $\pi\,16^n(n!)^2$. The normalised planar state is therefore $(-1)^nL_n(x^2+y^2)e^{-(x^2+y^2)/2}/\sqrt\pi$. In it, the normalised product with $2k$ quanta along $x$ has amplitude $\sqrt{(2k)!\,(2n-2k)!}\,/\,(2^n k!\,(n-k)!)$. These norms are textbook integrals quoted for orientation; the theorems concern the unnormalised functions.

```lean
/-- Unnormalised oscillator function: a Hermite polynomial times a Gaussian. -/
def oscState (m : ℕ) (x : ℝ) : ℝ := hermiteH m x * Real.exp (-x ^ 2 / 2)

/-- Binomial superposition of Cartesian oscillator products with `2n` quanta in total. -/
def planarState (n : ℕ) (x y : ℝ) : ℝ :=
  ∑ k ∈ range (n + 1), (n.choose k : ℝ) * (oscState (2 * k) x * oscState (2 * n - 2 * k) y)
```

**Q:** How do you get from a Cartesian sum to something radial?

**A:** By showing that both sides obey the same recurrence in $n$. Two rules for binomial sums do most of the work. The first is Pascal's rule, $\binom{n+1}{k}=\binom nk+\binom n{k-1}$, which gives

$$B_{n+1}[F(k,l)]=B_n[F(k+1,l)]+B_n[F(k,l+1)].$$

Lean takes this from a Mathlib lemma and tidies the indices.

```lean
/-- Pascal's rule for binomial sums: a sum of order `n + 1` is the sum of two of order `n`, one with
the first index raised by one and one with the second. -/
theorem binomSum_succ (F : ℕ → ℕ → ℝ) (n : ℕ) :
    binomSum F (n + 1) =
      binomSum (fun k l => F (k + 1) l) n + binomSum (fun k l => F k (l + 1)) n := by
  unfold binomSum
  refine (Finset.sum_choose_succ_mul F n).trans ?_
  rw [add_comm]
  congr 1
  refine sum_congr rfl fun k hk => ?_
  rw [show n + 1 - k = n - k + 1 by have := mem_range.mp hk; omega]
```

The second handles a weight $k$ or $l$. From $(k+1)\binom{n+1}{k+1}=(n+1)\binom nk$,

$$B_{n+1}[kF]=(n+1)B_n[F(k+1,l)],\qquad B_{n+1}[lF]=(n+1)B_n[F(k,l+1)].$$

The second equation follows from the first, since $k+l=n+1$ in these sums: subtract the first from $(n+1)B_{n+1}[F]$ and apply Pascal's rule. The Lean proof does the same.

```lean
/-- A binomial sum of order `n + 1` weighted by either index is `n + 1` times the sum of order `n`
with that index of `F` raised by one. -/
theorem binomSum_weighted (F : ℕ → ℕ → ℝ) (n : ℕ) :
    binomSum (fun k l => (k : ℝ) * F k l) (n + 1) =
        ((n : ℝ) + 1) * binomSum (fun k l => F (k + 1) l) n ∧
      binomSum (fun k l => (l : ℝ) * F k l) (n + 1) =
        ((n : ℝ) + 1) * binomSum (fun k l => F k (l + 1)) n := by
  have h1 : binomSum (fun k l => (k : ℝ) * F k l) (n + 1) =
      ((n : ℝ) + 1) * binomSum (fun k l => F (k + 1) l) n := by
    unfold binomSum
    rw [sum_range_succ', mul_sum]
    simp only [Nat.cast_zero, zero_mul, mul_zero, add_zero]
    refine sum_congr rfl fun k _ => ?_
    have h : ((n : ℝ) + 1) * (n.choose k : ℝ) = ((n + 1).choose (k + 1) : ℝ) * ((k : ℝ) + 1) := by
      exact_mod_cast Nat.add_one_mul_choose_eq n k
    rw [Nat.add_sub_add_right]
    push_cast
    linear_combination (-F (k + 1) (n - k)) * h
  refine ⟨h1, ?_⟩
  -- the two weights add up to n + 1
  have h2 : binomSum (fun k l => (l : ℝ) * F k l) (n + 1) =
      ((n : ℝ) + 1) * binomSum F (n + 1) - binomSum (fun k l => (k : ℝ) * F k l) (n + 1) := by
    unfold binomSum
    rw [mul_sum, ← sum_sub_distrib]
    refine sum_congr rfl fun k hk => ?_
    dsimp only
    rw [Nat.cast_sub (Nat.lt_succ_iff.mp (mem_range.mp hk))]
    push_cast
    ring
  rw [h2, h1, binomSum_succ]
  ring
```

**Q:** Show me the Laguerre side.

**A:** Put $g_k=(-r)^k/k!$, so that $(k+1)g_{k+1}=-r\,g_k$ and $L_n=B_n[g_k]$. Let $D_n=B_n[g_{k+1}]$. Pascal's rule gives $D_n=L_{n+1}-L_n$ and $B_n[g_{k+2}]=D_{n+1}-D_n$. Hence

$$-rL_{n+1}=B_{n+1}[(k+1)g_{k+1}]=D_{n+1}+(n+1)(D_{n+1}-D_n).$$

Substituting for $D$ gives

$$(n+2)L_{n+2}=(2n+3-r)L_{n+1}-(n+1)L_n.$$

In Lean, `hr` is the relation for $g$, `h4` splits the factor $k+1$, and the last `linear_combination` performs the elimination.

```lean
/-- Three-term recurrence of the Laguerre polynomials. -/
theorem laguerre_recurrence (n : ℕ) (r : ℝ) :
    ((n : ℝ) + 2) * laguerre (n + 2) r =
      (2 * n + 3 - r) * laguerre (n + 1) r - ((n : ℝ) + 1) * laguerre n r := by
  obtain ⟨g, hg⟩ : ∃ g : ℕ → ℝ, g = fun k => (-r) ^ k / (k.factorial : ℝ) := ⟨_, rfl⟩
  have hL : ∀ m, laguerre m r = binomSum (fun k _ => g k) m := by
    intro m
    rw [hg]
    rfl
  have hr : ∀ k : ℕ, ((k : ℝ) + 1) * g (k + 1) = -r * g k := by
    intro k
    have h0 : (k.factorial : ℝ) ≠ 0 := Nat.cast_ne_zero.mpr k.factorial_ne_zero
    have h1 : (k : ℝ) + 1 ≠ 0 := by positivity
    simp only [hg]
    rw [pow_succ, Nat.factorial_succ]
    push_cast
    field_simp
  have h1 := binomSum_succ (fun k _ => g k) n
  have h1' := binomSum_succ (fun k _ => g k) (n + 1)
  have h2 := binomSum_succ (fun k _ => g (k + 1)) n
  have h3 := (binomSum_weighted (fun k _ => g (k + 1)) n).1
  have h4 : -r * binomSum (fun k _ => g k) (n + 1) = binomSum (fun k _ => g (k + 1)) (n + 1) +
      binomSum (fun k _ => (k : ℝ) * g (k + 1)) (n + 1) := by
    unfold binomSum
    rw [mul_sum, ← sum_add_distrib]
    refine sum_congr rfl fun k _ => ?_
    linear_combination (-((n + 1).choose k : ℝ)) * hr k
  rw [hL, hL, hL]
  linear_combination ((n : ℝ) + 2) * h1' - ((n : ℝ) + 1) * h1 - h4 - h3 + ((n : ℝ) + 1) * h2
```

**Q:** The Hermite side has $x$ and $y$ separately. Where do they combine?

**A:** Write $S_n$ for the sum of $H_{2k}(x)H_{2l}(y)$, $X_n$ for the one with $H_{2k+1}(x)H_{2l}(y)$, and $Y_n$ for the one with $H_{2k}(x)H_{2l+1}(y)$, all binomially weighted. The Hermite recurrence at even and odd index reads

$$H_{2k+2}=2zH_{2k+1}-2(2k+1)H_{2k},\qquad H_{2k+1}=2zH_{2k}-4kH_{2k-1},$$

where $z$ is the argument and the last term is absent at $k=0$. Pascal's rule with the even form gives

$$S_{m+1}=2xX_m+2yY_m-4(m+1)S_m,$$

because $2(2k+1)+2(2l+1)=4(m+1)$. The weight rule with the odd form gives

$$X_{n+1}=2xS_{n+1}-4(n+1)X_n,\qquad Y_{n+1}=2yS_{n+1}-4(n+1)Y_n.$$

Now set $m=n+1$ in the first relation and insert the other two. The factors $2x\cdot2x$ and $2y\cdot2y$ add up to $4(x^2+y^2)$. What remains of $X_n$ and $Y_n$ is $2xX_n+2yY_n=S_{n+1}+4(n+1)S_n$, so

$$S_{n+2}=\bigl[4(x^2+y^2)-4(2n+3)\bigr]S_{n+1}-16(n+1)^2S_n.$$

The three relations are `hP`, `hX` and `hY` in the code.

```lean
/-- The Cartesian sum obeys a recurrence in `n` whose coefficients depend on `x` and `y` only
through `x² + y²`. -/
theorem hermiteSum_recurrence (n : ℕ) (x y : ℝ) :
    hermiteSum 0 0 (n + 2) x y =
      (4 * (x ^ 2 + y ^ 2) - 4 * (2 * n + 3)) * hermiteSum 0 0 (n + 1) x y
        - 16 * ((n : ℝ) + 1) ^ 2 * hermiteSum 0 0 n x y := by
  have even : ∀ (k : ℕ) (z : ℝ), hermiteH (2 * (k + 1)) z =
      2 * z * hermiteH (2 * k + 1) z - 2 * (2 * k + 1) * hermiteH (2 * k) z := by
    intro k z
    rw [show 2 * (k + 1) = 2 * k + 2 by ring, hermiteH]
    push_cast
    ring
  have odd : ∀ (k : ℕ) (z : ℝ), hermiteH (2 * k + 1) z =
      2 * z * hermiteH (2 * k) z - 4 * (k * hermiteH (2 * k - 1) z) := by
    intro k z
    cases k with
    | zero => simp [hermiteH]
    | succ k =>
      rw [show 2 * (k + 1) + 1 = (2 * k + 1) + 2 by ring, hermiteH,
        show 2 * (k + 1) - 1 = 2 * k + 1 by omega, show 2 * k + 1 + 1 = 2 * (k + 1) by ring]
      push_cast
      ring
  have e : ∀ k : ℕ, 2 * (k + 1) - 1 = 2 * k + 1 := fun k => by omega
  -- raise the number of quanta by two
  have hP : ∀ m : ℕ, hermiteSum 0 0 (m + 1) x y = 2 * x * hermiteSum 1 0 m x y
      + 2 * y * hermiteSum 0 1 m x y - 4 * ((m : ℝ) + 1) * hermiteSum 0 0 m x y := by
    intro m
    unfold hermiteSum
    rw [binomSum_succ]
    unfold binomSum
    rw [mul_sum, mul_sum, mul_sum, ← sum_add_distrib, ← sum_add_distrib, ← sum_sub_distrib]
    refine sum_congr rfl fun k hk => ?_
    simp only [add_zero, even]
    rw [Nat.cast_sub (Nat.lt_succ_iff.mp (mem_range.mp hk))]
    ring
  -- reduce the odd indices in x and in y
  have hX : hermiteSum 1 0 (n + 1) x y =
      2 * x * hermiteSum 0 0 (n + 1) x y - 4 * (((n : ℝ) + 1) * hermiteSum 1 0 n x y) := by
    have h := (binomSum_weighted (fun k l => hermiteH (2 * k - 1) x * hermiteH (2 * l) y) n).1
    simp only [e] at h
    simp only [hermiteSum, add_zero]
    rw [← h]
    unfold binomSum
    rw [mul_sum, mul_sum, ← sum_sub_distrib]
    refine sum_congr rfl fun k _ => ?_
    dsimp only
    rw [odd k x]
    ring
  have hY : hermiteSum 0 1 (n + 1) x y =
      2 * y * hermiteSum 0 0 (n + 1) x y - 4 * (((n : ℝ) + 1) * hermiteSum 0 1 n x y) := by
    have h := (binomSum_weighted (fun k l => hermiteH (2 * k) x * hermiteH (2 * l - 1) y) n).2
    simp only [e] at h
    simp only [hermiteSum, add_zero]
    rw [← h]
    unfold binomSum
    rw [mul_sum, mul_sum, ← sum_sub_distrib]
    refine sum_congr rfl fun k _ => ?_
    dsimp only
    rw [odd (n + 1 - k) y]
    ring
  have h1 := hP (n + 1)
  push_cast at h1
  linear_combination h1 + 2 * x * hX + 2 * y * hY + 4 * ((n : ℝ) + 1) * hP n
```

**Q:** Then you only need to match the starting values?

**A:** Yes, after scaling. Multiplying the Laguerre recurrence at $r=x^2+y^2$ by $16(-4)^n(n+1)!$ shows that $(-4)^nn!\,L_n$ obeys the recurrence for $S_n$. At $n=0$ both sides are $1$. At $n=1$,

$$H_2(y)+H_2(x)=4(x^2+y^2)-4=-4\,L_1(x^2+y^2).$$

Two-step induction does the rest, for every natural $n$ and all real $x,y$.

```lean
/-- The binomial sum of even Hermite products is `(-4)^n n!` times the Laguerre polynomial of degree
`n` in `x² + y²`. -/
theorem sum_hermite_eq_laguerre (n : ℕ) (x y : ℝ) :
    ∑ k ∈ range (n + 1), (n.choose k : ℝ) * hermiteH (2 * k) x * hermiteH (2 * n - 2 * k) y =
      (-4) ^ n * (n.factorial : ℝ) * laguerre n (x ^ 2 + y ^ 2) := by
  have key : hermiteSum 0 0 n x y =
      (-4) ^ n * (n.factorial : ℝ) * laguerre n (x ^ 2 + y ^ 2) := by
    induction n using Nat.twoStepInduction with
    | zero => simp [hermiteSum, binomSum, hermiteH, laguerre]
    | one =>
      simp [hermiteSum, binomSum, hermiteH, laguerre, sum_range_succ]
      ring
    | more n h0 h1 =>
      rw [hermiteSum_recurrence, h0, h1, Nat.factorial_succ (n + 1), Nat.factorial_succ n]
      push_cast
      linear_combination (-(16 * (-4) ^ n * ((n : ℝ) + 1) * (n.factorial : ℝ))) *
        laguerre_recurrence n (x ^ 2 + y ^ 2)
  rw [← key]
  unfold hermiteSum binomSum
  refine sum_congr rfl fun k _ => ?_
  dsimp only
  rw [← Nat.mul_sub, add_zero, add_zero, mul_assoc]
```

**Q:** Would any superposition with $2n$ quanta have done?

**A:** No. The symmetry depends on the choice of weights. Replace them by ones at $n=2$, and the quartic part of the polynomial becomes $16(x^4+x^2y^2+y^4)$. At radius $R$ this is $16R^4$ on the $x$ axis but $12R^4$ on the diagonal, while the quadratic part, $-56R^2$, is the same in both directions. That state has the same energy but is not circularly symmetric.

With the correct weights, the product of the two Gaussians is $e^{-(x^2+y^2)/2}$, and the whole state depends on the radius alone.

```lean
/-- The planar state is `(-4)^n n!` times a Laguerre polynomial in `x² + y²` times a Gaussian in the
radius. -/
theorem planarState_eq_radial (n : ℕ) (x y : ℝ) :
    planarState n x y = (-4) ^ n * (n.factorial : ℝ) * laguerre n (x ^ 2 + y ^ 2) *
      Real.exp (-(x ^ 2 + y ^ 2) / 2) := by
  rw [← sum_hermite_eq_laguerre, sum_mul,
    show -(x ^ 2 + y ^ 2) / 2 = -x ^ 2 / 2 + -y ^ 2 / 2 by ring, Real.exp_add]
  unfold planarState oscState
  refine sum_congr rfl fun k _ => ?_
  ring
```

**Q:** Is "circularly symmetric" itself a theorem, or your reading of that formula?

**A:** It is a theorem. `planarState_rotate` says that rotating the point $(x,y)$ through any real angle $\theta$ leaves $\Psi_n$ unchanged. The proof checks that the rotation preserves $x^2+y^2$ and uses the radial formula on both sides.

```lean
/-- The planar state is unchanged by a rotation of the plane through any angle. -/
theorem planarState_rotate (n : ℕ) (θ x y : ℝ) :
    planarState n (Real.cos θ * x - Real.sin θ * y) (Real.sin θ * x + Real.cos θ * y) =
      planarState n x y := by
  have h : (Real.cos θ * x - Real.sin θ * y) ^ 2 + (Real.sin θ * x + Real.cos θ * y) ^ 2 =
      x ^ 2 + y ^ 2 := by
    linear_combination (x ^ 2 + y ^ 2) * Real.sin_sq_add_cos_sq θ
  rw [planarState_eq_radial, planarState_eq_radial, h]
```

**Q:** So far this is a symmetric function. What makes it an oscillator state?

**A:** The Schrödinger equation. Induction on the Hermite recurrence gives $H_m'=2xH_m-H_{m+1}$. The Gaussian contributes $-x$, so $\varphi_m'=x\varphi_m-\varphi_{m+1}$.

```lean
/-- The slope of an oscillator function in terms of itself and the next one. -/
theorem hasDerivAt_oscState (m : ℕ) (x : ℝ) :
    HasDerivAt (oscState m) (x * oscState m x - oscState (m + 1) x) x := by
  have hH : HasDerivAt (hermiteH m) (2 * x * hermiteH m x - hermiteH (m + 1) x) x := by
    induction m using Nat.twoStepInduction with
    | zero =>
      have h : HasDerivAt (hermiteH 0) 0 x := hasDerivAt_const x (1 : ℝ)
      exact h.congr_deriv (by simp [hermiteH])
    | one =>
      have h : HasDerivAt (hermiteH 1) (2 * 1) x := (hasDerivAt_id' x).const_mul 2
      exact h.congr_deriv (by simp only [hermiteH]; push_cast; ring)
    | more n h0 h1 =>
      have h : HasDerivAt (hermiteH (n + 2)) _ x :=
        (((hasDerivAt_id' x).const_mul 2).fun_mul h1).fun_sub
          (h0.const_mul (2 * ((n : ℝ) + 1)))
      exact h.congr_deriv (by simp only [hermiteH]; push_cast; ring)
  have hE : HasDerivAt (fun t : ℝ => Real.exp (-t ^ 2 / 2)) (-x * Real.exp (-x ^ 2 / 2)) x := by
    have h := (((hasDerivAt_id' x).fun_pow 2).fun_neg.div_const 2).exp
    exact h.congr_deriv (by simp only [Nat.reduceSub, Nat.cast_ofNat, pow_one, mul_one]; ring)
  have h : HasDerivAt (oscState m) _ x := hH.fun_mul hE
  exact h.congr_deriv (by unfold oscState; ring)
```

Differentiating again,

$$\varphi_m''=\varphi_m+x^2\varphi_m-2x\varphi_{m+1}+\varphi_{m+2}=(x^2-2m-1)\varphi_m,$$

where the last step uses $\varphi_{m+2}=2x\varphi_{m+1}-2(m+1)\varphi_m$. In each product the indices add up to $2n$, so the Laplacian multiplies every term by $x^2+y^2-(4n+2)$. With $\hbar$, mass and frequency set to one,

$$-\tfrac12\nabla^2\Psi_n+\tfrac12(x^2+y^2)\Psi_n=(2n+1)\Psi_n.$$

In the code, `key` is the second derivative of a finite superposition and `lap` is the Laplacian. The smallest case, $n=0$, is the Gaussian ground state with energy $1$.

**Q:** Lean's `deriv` returns zero where a function has no derivative. Could that be hiding something?

**A:** Not here: the derivatives are obtained from `HasDerivAt` statements, which establish that they exist.

**Q:** What does this give me in practice, and what is missing?

**A:** For a single particle in an isotropic planar harmonic trap, it converts the state of zero angular momentum with $2n$ quanta between a Cartesian and a polar basis. States with nonzero angular momentum, anisotropic traps and interacting particles are not treated.

```lean
/-- The planar state solves the stationary Schrödinger equation of the isotropic planar
oscillator with energy `2n + 1`, in units where ħ, mass and frequency are one. -/
theorem planarState_schrodinger (n : ℕ) (x y : ℝ) :
    -(1 / 2) * (deriv (deriv fun s => planarState n s y) x
        + deriv (deriv fun s => planarState n x s) y)
      + 1 / 2 * (x ^ 2 + y ^ 2) * planarState n x y = (2 * n + 1) * planarState n x y := by
  -- second derivative of a superposition of n + 1 oscillator functions
  have key : ∀ (c : ℕ → ℝ) (m : ℕ → ℕ) (z : ℝ),
      deriv (deriv fun t => ∑ i ∈ range (n + 1), c i * oscState (m i) t) z =
        ∑ i ∈ range (n + 1), c i * ((z ^ 2 - (2 * (m i : ℝ) + 1)) * oscState (m i) z) := by
    intro c m z
    have h1 : (deriv fun t => ∑ i ∈ range (n + 1), c i * oscState (m i) t) =
        fun t => ∑ i ∈ range (n + 1), c i * (t * oscState (m i) t - oscState (m i + 1) t) :=
      funext fun t => (HasDerivAt.fun_sum fun i _ =>
        (hasDerivAt_oscState (m i) t).const_mul (c i)).deriv
    rw [h1]
    refine (HasDerivAt.fun_sum fun i _ => (((hasDerivAt_id' z).fun_mul
      (hasDerivAt_oscState (m i) z)).fun_sub
        (hasDerivAt_oscState (m i + 1) z)).const_mul (c i)).deriv.trans ?_
    refine sum_congr rfl fun i _ => ?_
    simp only [oscState, hermiteH]
    ring
  have ex : (fun s => planarState n s y) = fun s => ∑ k ∈ range (n + 1),
      ((n.choose k : ℝ) * oscState (2 * n - 2 * k) y) * oscState (2 * k) s :=
    funext fun s => sum_congr rfl fun k _ => by ring
  have ey : (fun s => planarState n x s) = fun s => ∑ k ∈ range (n + 1),
      ((n.choose k : ℝ) * oscState (2 * k) x) * oscState (2 * n - 2 * k) s :=
    funext fun s => sum_congr rfl fun k _ => by ring
  have lap : deriv (deriv fun s => planarState n s y) x
      + deriv (deriv fun s => planarState n x s) y =
        (x ^ 2 + y ^ 2 - (4 * n + 2)) * planarState n x y := by
    rw [ex, ey, key _ (fun k => 2 * k), key _ (fun k => 2 * n - 2 * k), planarState,
      ← sum_add_distrib, mul_sum]
    refine sum_congr rfl fun k hk => ?_
    have hk' : 2 * k ≤ 2 * n := by have := mem_range.mp hk; omega
    rw [Nat.cast_sub hk']
    push_cast
    ring
  rw [lap]
  ring

end

end CartesianToPolarOscillator
```

```lean
#print axioms CartesianToPolarOscillator.sum_hermite_eq_laguerre
-- 'CartesianToPolarOscillator.sum_hermite_eq_laguerre' depends on axioms: [propext, Classical.choice, Quot.sound]
#print axioms CartesianToPolarOscillator.planarState_rotate
-- 'CartesianToPolarOscillator.planarState_rotate' depends on axioms: [propext, Classical.choice, Quot.sound]
#print axioms CartesianToPolarOscillator.planarState_schrodinger
-- 'CartesianToPolarOscillator.planarState_schrodinger' depends on axioms: [propext, Classical.choice, Quot.sound]
```
